# In a Hermitian energy-dependent potential, solutions at different energies are orthogonal in the secant metric

When a potential depends on the energy of the state it acts on, two solutions with different energies are in general eigenvectors of two different Hamiltonians, and their ordinary overlap need not vanish. Projecting one out of the other with the ordinary inner product then removes a component that belongs there. For Hermitian matrices of finite size, the potential itself supplies a sesquilinear form, not always positive, in which two such solutions are orthogonal.

## From two Schrödinger equations to one metric

Let $T$ and $V(e)$, for every real $e$, be Hermitian matrices. Write $\langle v,w\rangle=\sum_i \overline{v_i}\,w_i$, and suppose
$$(T+V(e_i))v_i=e_i v_i,\qquad i=1,2,\quad e_1\ne e_2 .$$
Since $T+V(e_1)$ is Hermitian and $e_1$ is real, it can act to the left:
$$\langle v_1,(T+V(e_1))v_2\rangle=\langle (T+V(e_1))v_1,v_2\rangle=e_1\langle v_1,v_2\rangle .$$
The second Hamiltonian acts to the right:
$$\langle v_1,(T+V(e_2))v_2\rangle=e_2\langle v_1,v_2\rangle .$$
Subtraction cancels $T$:
$$(e_1-e_2)\langle v_1,v_2\rangle=\langle v_1,(V(e_1)-V(e_2))v_2\rangle .$$
Dividing by $e_1-e_2$ and collecting terms gives
$$\Big\langle v_1,\Big(1-\frac{V(e_1)-V(e_2)}{e_1-e_2}\Big)v_2\Big\rangle=0 .$$

The matrix in the bracket is the secant metric. It generally changes with the pair of energies. If $V(e)=A-eN$, then $V(e_1)-V(e_2)=-(e_1-e_2)N$, and the metric is $S=1+N$ for every pair. Conversely, if it is always $1+N$, choosing $e_2=0$ gives $V(e)=V(0)-eN$, so the potential is affine. The Schrödinger equation then becomes $(T+A)v=e(1+N)v$ once $eNv$ is moved to the right.

This is the algebraic form of the ultrasoft pseudopotential equations, here in a finite orthonormal basis with $A$ and $N$ given. There $N$ stands for the augmentation operator, whose expectation value supplies the norm missing from a pseudo-wavefunction.

If $V$ is differentiable at $e$, hold one energy at $e$ and let the other approach it: the difference quotient tends to $V'(e)$, and the metric to $1-V'(e)$. For the affine potential this limit is again $1+N$. The theorems below concern only the matrices and construct no pseudopotential.

## A two-level example

Take
$$T=\begin{pmatrix}0&0\\0&1\end{pmatrix},\quad V(e)=\begin{pmatrix}0&e\\e&-e\end{pmatrix},\quad S=\begin{pmatrix}1&-1\\-1&2\end{pmatrix}.$$
At $e=0$, $v_1=(1,0)$ satisfies $Tv_1=0$. At $e=1$, $T+V(1)$ exchanges the two components, so $v_2=(1,1)$ is a solution. Their ordinary overlap is $1$, or $1/\sqrt2$ after normalisation. But $Sv_2=(0,1)$, hence $\langle v_1,Sv_2\rangle=0$.

## The equation and the overlap identity

The finite type `n` labels an orthonormal basis.

```lean
import Mathlib

open Matrix Filter Topology

namespace EnergyDependentPotential

noncomputable section

section Schrodinger

variable {n : Type*} [Fintype n]
```

A solution is a vector satisfying the equation at its own real energy. The zero vector is allowed, and the orthogonality statements hold trivially for it.

```lean
/-- The vector `v` solves the Schrödinger equation `(T + V(e)) v = e v`, in which the potential
is taken at the energy `e` of the solution itself. -/
def IsSolution (T : Matrix n n ℂ) (V : ℝ → Matrix n n ℂ) (e : ℝ) (v : n → ℂ) : Prop :=
  (T + V e) *ᵥ v = (e : ℂ) • v
```

The bracket is `star v₁ ⬝ᵥ v₂`, conjugate-linear on the left. In the next proof, `a` is the action to the left, `b` the action to the right, and `linear_combination b - a` the subtraction.

```lean
/-- For Hermitian `T` and `V(e)`, the overlap of two solutions times their energy difference
equals the matrix element of the difference of the two potentials. -/
theorem energy_difference_mul_overlap {T : Matrix n n ℂ} {V : ℝ → Matrix n n ℂ}
    (hT : T.IsHermitian) (hV : ∀ e, (V e).IsHermitian) {e₁ e₂ : ℝ} {v₁ v₂ : n → ℂ}
    (h₁ : IsSolution T V e₁ v₁) (h₂ : IsSolution T V e₂ v₂) :
    ((e₁ : ℂ) - e₂) * (star v₁ ⬝ᵥ v₂) = star v₁ ⬝ᵥ (V e₁ - V e₂) *ᵥ v₂ := by
  unfold IsSolution at h₁ h₂
  -- the first Hamiltonian acts to the left
  have a : star v₁ ⬝ᵥ (T + V e₁) *ᵥ v₂ = (e₁ : ℂ) * (star v₁ ⬝ᵥ v₂) := by
    have hH : (T + V e₁)ᴴ = T + V e₁ := (hT.add (hV e₁)).eq
    have hs : star v₁ ᵥ* (T + V e₁) = star ((T + V e₁) *ᵥ v₁) := by
      rw [Matrix.star_mulVec, hH]
    rw [Matrix.dotProduct_mulVec, hs, h₁, star_smul, smul_dotProduct, smul_eq_mul,
      Complex.star_def, Complex.conj_ofReal]
  -- the second one acts to the right
  have b : star v₁ ⬝ᵥ (T + V e₂) *ᵥ v₂ = (e₂ : ℂ) * (star v₁ ⬝ᵥ v₂) := by
    rw [h₂, dotProduct_smul, smul_eq_mul]
  rw [Matrix.add_mulVec, dotProduct_add] at a b
  rw [Matrix.sub_mulVec, dotProduct_sub]
  linear_combination b - a

end Schrodinger
```

## The secant metric and its limits

The definition applies to any matrix-valued potential. "Metric" here does not imply positivity.

```lean
section Metric

variable {n : Type*} [DecidableEq n]

/-- The secant metric `1 - (V(e₁) - V(e₂)) / (e₁ - e₂)` of an energy-dependent potential,
meant for `e₁ ≠ e₂`. -/
def secantMetric (V : ℝ → Matrix n n ℂ) (e₁ e₂ : ℝ) : Matrix n n ℂ :=
  1 - ((e₁ : ℂ) - (e₂ : ℂ))⁻¹ • (V e₁ - V e₂)
```

The equivalence needs no Hermiticity. Its forward half compares `e` with zero and takes `V 0` as $A$; its reverse half inserts the affine form.

```lean
/-- The secant metric is the same matrix `1 + N` for all pairs of distinct energies exactly when
the potential is affine in the energy, `V(e) = A - e N` for some `A`. -/
theorem secantMetric_constant_iff (V : ℝ → Matrix n n ℂ) (N : Matrix n n ℂ) :
    (∀ e₁ e₂ : ℝ, e₁ ≠ e₂ → secantMetric V e₁ e₂ = 1 + N) ↔
      ∃ A : Matrix n n ℂ, ∀ e : ℝ, V e = A - (e : ℂ) • N := by
  constructor
  · intro h
    refine ⟨V 0, fun e => ?_⟩
    by_cases he : e = 0
    · subst he
      simp
    · -- compare the energy `e` with the reference energy zero
      have hc : (e : ℂ) - ((0 : ℝ) : ℂ) ≠ 0 :=
        sub_ne_zero.mpr (fun hh => he (Complex.ofReal_injective hh))
      have h0 := h e 0 he
      unfold secantMetric at h0
      have hX : ((e : ℂ) - ((0 : ℝ) : ℂ))⁻¹ • (V e - V 0) = -N := by
        rw [sub_eq_iff_eq_add] at h0
        have h1 : (1 : Matrix n n ℂ) + 0 =
            1 + (N + ((e : ℂ) - ((0 : ℝ) : ℂ))⁻¹ • (V e - V 0)) := by
          rw [add_zero, ← add_assoc]
          exact h0
        exact eq_neg_of_add_eq_zero_right (add_left_cancel h1).symm
      have key : V e - V 0 = ((e : ℂ) - ((0 : ℝ) : ℂ)) • (-N) := by
        rw [← hX, smul_inv_smul₀ hc]
      simp only [Complex.ofReal_zero, sub_zero, smul_neg] at key
      rw [sub_eq_iff_eq_add.mp key]
      abel
  · rintro ⟨A, hA⟩ e₁ e₂ hne
    have hc : (e₁ : ℂ) - (e₂ : ℂ) ≠ 0 :=
      sub_ne_zero.mpr (fun hh => hne (Complex.ofReal_injective hh))
    have hd : V e₁ - V e₂ = ((e₁ : ℂ) - (e₂ : ℂ)) • (-N) := by
      rw [hA, hA]
      module
    rw [secantMetric, hd, inv_smul_smul₀ hc, sub_neg_eq_add]
```

The limit is taken entry by entry, with `𝓝[≠] e` keeping the moving energy different from `e`. Differentiability is assumed, and the proof recognises the difference quotient as Mathlib's `slope`.

```lean
/-- If the potential is differentiable at `e` with derivative `V'`, then each entry of the secant
metric tends to that of `1 - V'` as the other energy approaches `e`. -/
theorem secantMetric_tendsto {V : ℝ → Matrix n n ℂ} {V' : Matrix n n ℂ} {e : ℝ}
    (h : ∀ i j, HasDerivAt (fun x : ℝ => V x i j) (V' i j) e) (i j : n) :
    Tendsto (fun x => secantMetric V x e i j) (𝓝[≠] e) (𝓝 ((1 - V') i j)) := by
  rw [Matrix.sub_apply]
  -- the entry is a constant minus a difference quotient
  have hs := (hasDerivAt_iff_tendsto_slope.mp (h i j)).const_sub ((1 : Matrix n n ℂ) i j)
  refine hs.congr fun x => ?_
  simp [secantMetric, slope, Complex.real_smul]
```

## Orthogonality, general and ultrasoft

The main theorem expands the metric, substitutes the overlap identity, and cancels the nonzero energy difference.

```lean
variable [Fintype n]

/-- For Hermitian `T` and `V(e)`, two solutions with different energies are orthogonal in the
secant metric of the potential. -/
theorem secant_orthogonality {T : Matrix n n ℂ} {V : ℝ → Matrix n n ℂ}
    (hT : T.IsHermitian) (hV : ∀ e, (V e).IsHermitian) {e₁ e₂ : ℝ} (hne : e₁ ≠ e₂)
    {v₁ v₂ : n → ℂ} (h₁ : IsSolution T V e₁ v₁) (h₂ : IsSolution T V e₂ v₂) :
    star v₁ ⬝ᵥ secantMetric V e₁ e₂ *ᵥ v₂ = 0 := by
  have hc : (e₁ : ℂ) - (e₂ : ℂ) ≠ 0 :=
    sub_ne_zero.mpr (fun hh => hne (Complex.ofReal_injective hh))
  rw [secantMetric, Matrix.sub_mulVec, Matrix.one_mulVec, Matrix.smul_mulVec, dotProduct_sub,
    dotProduct_smul, ← energy_difference_mul_overlap hT hV h₁ h₂, smul_eq_mul,
    inv_mul_cancel_left₀ hc, sub_self]
```

For affine potentials, the next statement moves the energy-dependent term across the equation.

```lean
/-- For the affine potential `V(e) = A - e N`, the Schrödinger equation is the generalized
eigenvalue problem `(T + A) v = e (1 + N) v`. -/
theorem affine_isSolution_iff (T A N : Matrix n n ℂ) (e : ℝ) (v : n → ℂ) :
    IsSolution T (fun x => A - (x : ℂ) • N) e v ↔
      (T + A) *ᵥ v = (e : ℂ) • ((1 + N) *ᵥ v) := by
  have hl : (T + (A - (e : ℂ) • N)) *ᵥ v = (T + A) *ᵥ v - (e : ℂ) • (N *ᵥ v) := by
    rw [← add_sub_assoc, Matrix.sub_mulVec, Matrix.smul_mulVec]
  unfold IsSolution
  rw [hl, Matrix.add_mulVec 1 N, Matrix.one_mulVec, smul_add, sub_eq_iff_eq_add]
```

The ultrasoft case first checks that $A-eN$ is Hermitian for real $e$. It then replaces $1+N$ by the secant metric and applies the main theorem.

```lean
/-- For Hermitian `T`, `A` and `N`, two solutions with different energies in the potential
`V(e) = A - e N` are orthogonal in the overlap metric `S = 1 + N`. -/
theorem ultrasoft_orthogonality {T A N : Matrix n n ℂ} (hT : T.IsHermitian)
    (hA : A.IsHermitian) (hN : N.IsHermitian) {e₁ e₂ : ℝ} (hne : e₁ ≠ e₂) {v₁ v₂ : n → ℂ}
    (h₁ : IsSolution T (fun x => A - (x : ℂ) • N) e₁ v₁)
    (h₂ : IsSolution T (fun x => A - (x : ℂ) • N) e₂ v₂) :
    star v₁ ⬝ᵥ (1 + N) *ᵥ v₂ = 0 := by
  have hV : ∀ x : ℝ, (A - (x : ℂ) • N).IsHermitian := by
    intro x
    unfold Matrix.IsHermitian
    rw [Matrix.conjTranspose_sub, Matrix.conjTranspose_smul, hA.eq, hN.eq,
      Complex.star_def, Complex.conj_ofReal]
  have hS := (secantMetric_constant_iff (fun x : ℝ => A - (x : ℂ) • N) N).mpr
    ⟨A, fun _ => rfl⟩ e₁ e₂ hne
  rw [← hS]
  exact secant_orthogonality hT hV hne h₁ h₂

end Metric
```

## The two-level model in Lean

These are the matrices of the example.

```lean
/-- The energy-independent part of a two-level model. -/
def modelT : Matrix (Fin 2) (Fin 2) ℂ := !![0, 0; 0, 1]

/-- The potential of the two-level model, proportional to the energy. -/
def modelV (e : ℝ) : Matrix (Fin 2) (Fin 2) ℂ := !![0, (e : ℂ); (e : ℂ), -(e : ℂ)]
```

The last theorem checks Hermiticity, both solutions and the unnormalised overlap $1$, entry by entry. Ordinary orthogonality therefore does not follow from the assumptions of `secant_orthogonality`.

```lean
/-- The two-level model is Hermitian and has the solutions `(1, 0)` at energy 0 and `(1, 1)` at
energy 1, whose ordinary overlap is 1. -/
theorem secant_orthogonality_witness :
    modelT.IsHermitian ∧ (∀ e, (modelV e).IsHermitian) ∧
      IsSolution modelT modelV 0 ![1, 0] ∧ IsSolution modelT modelV 1 ![1, 1] ∧
      star (![1, 0] : Fin 2 → ℂ) ⬝ᵥ ![1, 1] = 1 := by
  refine ⟨?_, fun e => ?_, ?_, ?_, ?_⟩
  · ext i j
    fin_cases i <;> fin_cases j <;> simp [modelT]
  · ext i j
    fin_cases i <;> fin_cases j <;> simp [modelV]
  · unfold IsSolution
    ext i
    fin_cases i <;> simp [modelT, modelV, Matrix.mulVec, dotProduct, Fin.sum_univ_succ]
  · unfold IsSolution
    ext i
    fin_cases i <;> simp [modelT, modelV, Matrix.mulVec, dotProduct, Fin.sum_univ_succ]
  · simp [dotProduct, Fin.sum_univ_succ]

end

end EnergyDependentPotential
```

```lean
#print axioms EnergyDependentPotential.secantMetric_tendsto
-- 'EnergyDependentPotential.secantMetric_tendsto' depends on axioms: [propext, Classical.choice, Quot.sound]
#print axioms EnergyDependentPotential.secant_orthogonality
-- 'EnergyDependentPotential.secant_orthogonality' depends on axioms: [propext, Classical.choice, Quot.sound]
#print axioms EnergyDependentPotential.affine_isSolution_iff
-- 'EnergyDependentPotential.affine_isSolution_iff' depends on axioms: [propext, Classical.choice, Quot.sound]
#print axioms EnergyDependentPotential.ultrasoft_orthogonality
-- 'EnergyDependentPotential.ultrasoft_orthogonality' depends on axioms: [propext, Classical.choice, Quot.sound]
```
